# For a meta-GGA exchange energy density that obeys uniform scaling, the trace of the local stress is minus the energy density

## A crystal under uniform stretch

Stretch a crystal by a common factor s in all directions and let its orbitals stretch with it. The exact exchange energy then changes as 1/s, because exchange is a Coulomb energy. The exchange part of the stress, taken here as the derivative of the exchange energy with respect to strain divided by the volume, must reflect this: its trace, averaged over the cell, is minus the exchange energy per volume.

A semilocal functional of the meta-GGA type writes the exchange energy as an integral of an energy density f(n, g, τ). Here n is the electron density, g = |∇n| is the length of its gradient, and τ is the kinetic energy density of the occupied orbitals. Does the relation already hold at each point in space? It does if f itself has the right scaling, at points where n, g and τ are positive and f is differentiable.

## The scaling law and the stress tensor

Compressing lengths by a factor L > 0 at fixed electron number multiplies n by L³, g by L⁴ and τ by L⁵. The law assumed for f is

f(L³n, L⁴g, L⁵τ) = L⁴ f(n, g, τ).

Integrated over space, where volume shrinks by L³, it makes the exchange energy grow as L.

Write f_n, f_g and f_τ for the partial derivatives, u for the unit vector along ∇n, and T for the orbital gradient tensor, the sum over occupied orbitals of ∂ᵢφ ∂ⱼφ (real orbitals). Since τ is half the sum of |∇φ|², tr T = 2τ. The local stress is

σ = (f − n f_n − g f_g − τ f_τ) 1 − g f_g u uᵀ − f_τ T.

The convention is that of the energy differentiated with respect to strain and then divided by the volume, so the exchange contribution to the pressure is the cell average of −tr σ/3.

## From scaling to the trace

The 3×3 unit matrix has trace 3, u uᵀ has trace 1 and T has trace 2τ. Hence, with no scaling assumed,

tr σ = 3(f − n f_n − g f_g − τ f_τ) − g f_g − 2τ f_τ
= 3f − 3n f_n − 4g f_g − 5τ f_τ.

This is the response to a uniform stretch. A unit volume element stretched by s has energy

s³ f(n/s³, g/s⁴, τ/s⁵).

At s = 1 the prefactor contributes 3f to the derivative, and the three arguments contribute −3n f_n, −4g f_g and −5τ f_τ.

Now differentiate the scaling law with respect to L:

3L²n f_n + 4L³g f_g + 5L⁴τ f_τ = 4L³ f(n, g, τ),

with the partial derivatives taken at the scaled point. At L = 1 this becomes

3n f_n + 4g f_g + 5τ f_τ = 4f.

Subtracting both sides from 3f gives

3f − 3n f_n − 4g f_g − 5τ f_τ = −f, that is, tr σ = −f.

The argument also runs backwards. Suppose that f is differentiable and satisfies the identity at all positive arguments. Set h(L) = f(L³n, L⁴g, L⁵τ)/L⁴. The identity at the scaled point says that the numerator has derivative 4f/L, so

h′(L) = (4f/L)/L⁴ − 4f/L⁵ = 0.

Therefore h(L) = h(1) = f(n, g, τ), which is the scaling law.

## What the Lean statements say

The energy density is a function `f : ℝ × ℝ × ℝ → ℝ` with arguments in the order n, g, τ. The partial derivatives `dn`, `dg` and `dτ` are the Fréchet derivative applied to the three coordinate directions. `ExchangeScaling f` is the scaling law, required only for positive L, n, g and τ.

The main theorem, `trace_exchange_stress`, assumes this law, positive n, g and τ, and differentiability at that one point. The hypothesis `u ⬝ᵥ u = 1` makes u a unit vector, and `T.trace = 2 * τ` ties the tensor to the kinetic energy density. Nothing else about the orbitals enters: T need not even be symmetric.

The tensor `stress` is a definition. Its trace is derived as the response of the energy to uniform dilation. The rest of the tensor, which gives the response to strains that change the shape, is not derived. Points with g = 0, such as those of a uniform gas, are not covered by the identity, and neither are spin polarisation or dependence on the Laplacian of n. The integral over a cell, which turns the local relation into one for the total exchange stress, is left to the reader.

For a periodic code, the identity offers a pointwise check of an exchange stress routine, provided that the functional depends only on n, g and τ and obeys the scaling law, and that the routine evaluates σ in the local form above. A routine that uses a form integrated by parts agrees with it only after integration over the cell.

## The complete file

```lean
import Mathlib

open Matrix

namespace ExchangeStressTrace

noncomputable section

/-- Partial derivative of the energy density with respect to the density `n`, at points where `f` is
differentiable. -/
def dn (f : ℝ × ℝ × ℝ → ℝ) (x : ℝ × ℝ × ℝ) : ℝ := fderiv ℝ f x (1, 0, 0)

/-- Partial derivative of the energy density with respect to the gradient length `g`, at points
where `f` is differentiable. -/
def dg (f : ℝ × ℝ × ℝ → ℝ) (x : ℝ × ℝ × ℝ) : ℝ := fderiv ℝ f x (0, 1, 0)

/-- Partial derivative of the energy density with respect to the kinetic energy density `τ`, at
points where `f` is differentiable. -/
def dτ (f : ℝ × ℝ × ℝ → ℝ) (x : ℝ × ℝ × ℝ) : ℝ := fderiv ℝ f x (0, 0, 1)

/-- The uniform coordinate scaling law of an exchange energy density, at positive arguments. -/
def ExchangeScaling (f : ℝ × ℝ × ℝ → ℝ) : Prop :=
  ∀ L n g τ : ℝ, 0 < L → 0 < n → 0 < g → 0 < τ →
    f (L ^ 3 * n, L ^ 4 * g, L ^ 5 * τ) = L ^ 4 * f (n, g, τ)

/-- The local stress tensor of a meta-GGA energy density `f`, for a density gradient of length `g`
along `u` and an orbital gradient tensor `T`. -/
def stress (f : ℝ × ℝ × ℝ → ℝ) (n g τ : ℝ) (u : Fin 3 → ℝ) (T : Matrix (Fin 3) (Fin 3) ℝ) :
    Matrix (Fin 3) (Fin 3) ℝ :=
  (f (n, g, τ) - n * dn f (n, g, τ) - g * dg f (n, g, τ) - τ * dτ f (n, g, τ)) •
      (1 : Matrix (Fin 3) (Fin 3) ℝ)
    - (g * dg f (n, g, τ)) • vecMulVec u u - dτ f (n, g, τ) • T

/-- Chain rule for the energy density when density, gradient length and kinetic energy density
all vary with one parameter. -/
theorem hasDerivAt_along {f : ℝ × ℝ × ℝ → ℝ} {x y z : ℝ → ℝ} {x' y' z' t : ℝ}
    (hx : HasDerivAt x x' t) (hy : HasDerivAt y y' t) (hz : HasDerivAt z z' t)
    (hf : DifferentiableAt ℝ f (x t, y t, z t)) :
    HasDerivAt (fun s => f (x s, y s, z s))
      (x' * dn f (x t, y t, z t) + y' * dg f (x t, y t, z t) + z' * dτ f (x t, y t, z t)) t := by
  have hc : HasDerivAt (fun s => (x s, y s, z s)) (x', y', z') t := hx.prodMk (hy.prodMk hz)
  have h := hf.hasFDerivAt.comp_hasDerivAt t hc
  refine h.congr_deriv ?_
  -- split the velocity into its three coordinate directions
  have e : (x', y', z') = x' • ((1, 0, 0) : ℝ × ℝ × ℝ) + y' • ((0, 1, 0) : ℝ × ℝ × ℝ)
      + z' • ((0, 0, 1) : ℝ × ℝ × ℝ) := by simp
  rw [e]
  simp only [map_add, map_smul, smul_eq_mul, dn, dg, dτ]

/-- Rate of change of the energy density along the uniform scaling curve. -/
theorem hasDerivAt_scaled {f : ℝ × ℝ × ℝ → ℝ} {n g τ L : ℝ}
    (hf : DifferentiableAt ℝ f (L ^ 3 * n, L ^ 4 * g, L ^ 5 * τ)) :
    HasDerivAt (fun s : ℝ => f (s ^ 3 * n, s ^ 4 * g, s ^ 5 * τ))
      (3 * L ^ 2 * n * dn f (L ^ 3 * n, L ^ 4 * g, L ^ 5 * τ)
        + 4 * L ^ 3 * g * dg f (L ^ 3 * n, L ^ 4 * g, L ^ 5 * τ)
        + 5 * L ^ 4 * τ * dτ f (L ^ 3 * n, L ^ 4 * g, L ^ 5 * τ)) L := by
  have h3 : HasDerivAt (fun s : ℝ => s ^ 3 * n) (3 * L ^ 2 * n) L :=
    ((hasDerivAt_pow 3 L).mul_const n).congr_deriv (by norm_num)
  have h4 : HasDerivAt (fun s : ℝ => s ^ 4 * g) (4 * L ^ 3 * g) L :=
    ((hasDerivAt_pow 4 L).mul_const g).congr_deriv (by norm_num)
  have h5 : HasDerivAt (fun s : ℝ => s ^ 5 * τ) (5 * L ^ 4 * τ) L :=
    ((hasDerivAt_pow 5 L).mul_const τ).congr_deriv (by norm_num)
  exact hasDerivAt_along h3 h4 h5 hf

/-- The trace of the local stress tensor in terms of `f`, `dn f`, `dg f` and `dτ f`, for a unit
vector `u` and a tensor `T` of trace `2τ`. No scaling law is assumed. -/
theorem trace_stress (f : ℝ × ℝ × ℝ → ℝ) (n g τ : ℝ) {u : Fin 3 → ℝ}
    {T : Matrix (Fin 3) (Fin 3) ℝ} (hu : u ⬝ᵥ u = 1) (hT : T.trace = 2 * τ) :
    (stress f n g τ u T).trace = 3 * f (n, g, τ) - 3 * n * dn f (n, g, τ)
      - 4 * g * dg f (n, g, τ) - 5 * τ * dτ f (n, g, τ) := by
  have huu : (vecMulVec u u).trace = u ⬝ᵥ u := rfl
  simp only [stress, trace_sub, trace_smul, trace_one, Fintype.card_fin, huu, hu, hT, smul_eq_mul]
  push_cast
  ring

/-- Where `f` is differentiable, and for a unit vector `u` and a tensor `T` of trace `2τ`, the trace
of the stress is the rate of change of the energy of a unit volume element when all lengths are
stretched by a common factor `s`, at `s = 1`. -/
theorem hasDerivAt_dilation {f : ℝ × ℝ × ℝ → ℝ} {n g τ : ℝ} {u : Fin 3 → ℝ}
    {T : Matrix (Fin 3) (Fin 3) ℝ} (hf : DifferentiableAt ℝ f (n, g, τ))
    (hu : u ⬝ᵥ u = 1) (hT : T.trace = 2 * τ) :
    HasDerivAt (fun s : ℝ => s ^ 3 * f (n / s ^ 3, g / s ^ 4, τ / s ^ 5))
      (stress f n g τ u T).trace 1 := by
  have hq : ∀ (k : ℕ) (a : ℝ), HasDerivAt (fun s : ℝ => a / s ^ k) (-(k * a)) 1 := by
    intro k a
    refine ((hasDerivAt_const (1 : ℝ) a).fun_div (hasDerivAt_pow k (1 : ℝ))
      (by simp)).congr_deriv ?_
    simp only [one_pow, mul_one, div_one]
    ring
  have hc := hasDerivAt_along (hq 3 n) (hq 4 g) (hq 5 τ) (by simpa using hf)
  refine ((hasDerivAt_pow 3 (1 : ℝ)).fun_mul hc).congr_deriv ?_
  rw [trace_stress f n g τ hu hT]
  simp only [one_pow, div_one, mul_one, one_mul, Nat.cast_ofNat]
  ring

/-- The local identity: an exchange energy density obeying uniform scaling satisfies `3f - 3n f_n -
4g f_g - 5τ f_τ = -f` at positive arguments where it is differentiable. -/
theorem local_identity {f : ℝ × ℝ × ℝ → ℝ} (hs : ExchangeScaling f) {n g τ : ℝ}
    (hn : 0 < n) (hg : 0 < g) (hτ : 0 < τ) (hf : DifferentiableAt ℝ f (n, g, τ)) :
    3 * f (n, g, τ) - 3 * n * dn f (n, g, τ) - 4 * g * dg f (n, g, τ)
      - 5 * τ * dτ f (n, g, τ) = -f (n, g, τ) := by
  have h1 := hasDerivAt_scaled (f := f) (n := n) (g := g) (τ := τ) (L := 1) (by simpa using hf)
  have h2 : HasDerivAt (fun s : ℝ => s ^ 4 * f (n, g, τ)) (4 * f (n, g, τ)) 1 :=
    ((hasDerivAt_pow 4 (1 : ℝ)).mul_const _).congr_deriv (by norm_num)
  -- both sides of the scaling law agree near `L = 1`, so their derivatives agree there
  have h3 := h1.unique (h2.congr_of_eventuallyEq (by
    filter_upwards [Ioi_mem_nhds (zero_lt_one' ℝ)] with s hs0
    exact hs s n g τ hs0 hn hg hτ))
  simp only [one_pow, one_mul, mul_one] at h3
  linarith

/-- For an energy density `f` obeying uniform scaling, the trace of the local stress equals `-f` at
positive arguments where `f` is differentiable, for a unit vector `u` and a tensor `T` of trace
`2τ`. -/
theorem trace_exchange_stress {f : ℝ × ℝ × ℝ → ℝ} (hs : ExchangeScaling f) {n g τ : ℝ}
    (hn : 0 < n) (hg : 0 < g) (hτ : 0 < τ) (hf : DifferentiableAt ℝ f (n, g, τ))
    {u : Fin 3 → ℝ} {T : Matrix (Fin 3) (Fin 3) ℝ} (hu : u ⬝ᵥ u = 1) (hT : T.trace = 2 * τ) :
    (stress f n g τ u T).trace = -f (n, g, τ) := by
  rw [trace_stress f n g τ hu hT, local_identity hs hn hg hτ hf]

/-- Converse: a differentiable energy density that satisfies the local identity at all positive
arguments obeys the uniform scaling law. -/
theorem scaling_of_local_identity {f : ℝ × ℝ × ℝ → ℝ}
    (hf : ∀ n g τ : ℝ, 0 < n → 0 < g → 0 < τ → DifferentiableAt ℝ f (n, g, τ))
    (hid : ∀ n g τ : ℝ, 0 < n → 0 < g → 0 < τ →
      3 * f (n, g, τ) - 3 * n * dn f (n, g, τ) - 4 * g * dg f (n, g, τ)
        - 5 * τ * dτ f (n, g, τ) = -f (n, g, τ)) :
    ExchangeScaling f := by
  intro L n g τ hL hn hg hτ
  -- the ratio of the scaled density to `s ^ 4` does not change with `s`
  have hd : ∀ s : ℝ, 0 < s →
      HasDerivAt (fun s : ℝ => f (s ^ 3 * n, s ^ 4 * g, s ^ 5 * τ) / s ^ 4) 0 s := by
    intro s h0
    have p3 : 0 < s ^ 3 * n := by positivity
    have p4 : 0 < s ^ 4 * g := by positivity
    have p5 : 0 < s ^ 5 * τ := by positivity
    have h := (hasDerivAt_scaled (hf _ _ _ p3 p4 p5)).fun_div (hasDerivAt_pow 4 s)
      (pow_ne_zero 4 h0.ne')
    refine h.congr_deriv (div_eq_zero_iff.mpr (Or.inl ?_))
    have e := hid _ _ _ p3 p4 p5
    norm_num
    linear_combination (-s ^ 3) * e
  have hconst := isOpen_Ioi.is_const_of_deriv_eq_zero isPreconnected_Ioi
    (fun s h0 => (hd s h0).differentiableAt.differentiableWithinAt)
    (fun s h0 => (hd s h0).deriv) (Set.mem_Ioi.mpr hL) (Set.mem_Ioi.mpr (zero_lt_one' ℝ))
  simp only [one_pow, one_mul, div_one] at hconst
  rw [div_eq_iff (pow_ne_zero 4 hL.ne')] at hconst
  rw [hconst, mul_comm]

/-- A model exchange energy density with a local term, a gradient term and a kinetic term, for
`n > 0`. -/
def model (a b c : ℝ) (x : ℝ × ℝ × ℝ) : ℝ :=
  -(a * x.1 ^ (4 / 3 : ℝ) + b * x.2.1 ^ 2 / x.1 ^ (4 / 3 : ℝ) + c * x.2.2 ^ 2 / x.1 ^ 2)

/-- The model density obeys the uniform scaling law and is differentiable wherever the density is
positive. -/
theorem model_witness (a b c : ℝ) : ExchangeScaling (model a b c) ∧
    ∀ n g τ : ℝ, 0 < n → DifferentiableAt ℝ (model a b c) (n, g, τ) := by
  constructor
  · intro L n g τ hL hn _ _
    have hpow : (L ^ 3 * n) ^ (4 / 3 : ℝ) = L ^ 4 * n ^ (4 / 3 : ℝ) := by
      have e : ((3 : ℕ) : ℝ) * (4 / 3) = ((4 : ℕ) : ℝ) := by norm_num
      rw [Real.mul_rpow (by positivity) hn.le, ← Real.rpow_natCast L 3, ← Real.rpow_mul hL.le, e,
        Real.rpow_natCast]
    have hq : 0 < n ^ (4 / 3 : ℝ) := Real.rpow_pos_of_pos hn _
    simp only [model]
    rw [hpow]
    generalize n ^ (4 / 3 : ℝ) = q at hq
    have e1 : b * (L ^ 4 * g) ^ 2 / (L ^ 4 * q) = L ^ 4 * (b * g ^ 2 / q) := by
      field_simp
    have e2 : c * (L ^ 5 * τ) ^ 2 / (L ^ 3 * n) ^ 2 = L ^ 4 * (c * τ ^ 2 / n ^ 2) := by
      field_simp
    rw [e1, e2]
    ring
  · intro n g τ hn
    have h0 : DifferentiableAt ℝ (fun x : ℝ × ℝ × ℝ => x.1) (n, g, τ) := by fun_prop
    have h2 : DifferentiableAt ℝ (fun x : ℝ × ℝ × ℝ => x.2.1) (n, g, τ) := by fun_prop
    have h3 : DifferentiableAt ℝ (fun x : ℝ × ℝ × ℝ => x.2.2) (n, g, τ) := by fun_prop
    have h1 : DifferentiableAt ℝ (fun x : ℝ × ℝ × ℝ => x.1 ^ (4 / 3 : ℝ)) (n, g, τ) :=
      h0.rpow_const (Or.inl hn.ne')
    have h4 : DifferentiableAt ℝ (fun x : ℝ × ℝ × ℝ => x.1 ^ 2) (n, g, τ) := h0.pow 2
    -- neither denominator vanishes at positive density
    have z1 : (fun x : ℝ × ℝ × ℝ => x.1 ^ (4 / 3 : ℝ)) (n, g, τ) ≠ 0 :=
      (Real.rpow_pos_of_pos hn (4 / 3 : ℝ)).ne'
    have z4 : (fun x : ℝ × ℝ × ℝ => x.1 ^ 2) (n, g, τ) ≠ 0 := pow_ne_zero 2 hn.ne'
    have hinv : ∀ d : ℝ × ℝ × ℝ → ℝ, DifferentiableAt ℝ d (n, g, τ) → d (n, g, τ) ≠ 0 →
        DifferentiableAt ℝ (fun x => (d x)⁻¹) (n, g, τ) := fun d hd hz =>
      (hasDerivAt_inv hz).differentiableAt.comp (n, g, τ) hd
    have e : model a b c = fun x => -(a * x.1 ^ (4 / 3 : ℝ)
        + b * x.2.1 ^ 2 * (x.1 ^ (4 / 3 : ℝ))⁻¹ + c * x.2.2 ^ 2 * (x.1 ^ 2)⁻¹) := by
      funext x
      simp only [model, div_eq_mul_inv]
    rw [e]
    exact (((h1.const_mul a).add (((h2.pow 2).const_mul b).mul (hinv _ h1 z1))).add
      (((h3.pow 2).const_mul c).mul (hinv _ h4 z4))).neg

end

end ExchangeStressTrace
```

```lean
#print axioms ExchangeStressTrace.hasDerivAt_dilation
-- 'ExchangeStressTrace.hasDerivAt_dilation' depends on axioms: [propext, Classical.choice, Quot.sound]
#print axioms ExchangeStressTrace.trace_exchange_stress
-- 'ExchangeStressTrace.trace_exchange_stress' depends on axioms: [propext, Classical.choice, Quot.sound]
#print axioms ExchangeStressTrace.scaling_of_local_identity
-- 'ExchangeStressTrace.scaling_of_local_identity' depends on axioms: [propext, Classical.choice, Quot.sound]
```

## How the proof follows the derivation

`hasDerivAt_along` is the chain rule. It splits the velocity of a curve in (n, g, τ) into its coordinate directions and uses linearity of the derivative. `hasDerivAt_scaled` applies it to the scaling curve at any L.

`trace_stress` is the trace calculation, finished by `ring`. `hasDerivAt_dilation` differentiates a/sᵏ at s = 1 for general k, uses the cases k = 3, 4 and 5 in the chain rule, and adds the product rule for the factor s³.

In `local_identity`, `h1` and `h2` are the derivatives of the two sides of the scaling law at L = 1. The law holds only for positive L, but these values fill a neighbourhood of 1, so uniqueness of the derivative makes the two results equal. `linarith` then rearranges them. `trace_exchange_stress` combines this identity with the trace formula.

For the converse, `scaling_of_local_identity` shows that h has zero derivative at every positive L. The step `linear_combination (-s ^ 3) * e` is the cancellation made by hand above. Since the positive half-line is connected, h is constant there, and comparing L with 1 gives the law.

Finally, `model_witness` provides a family of energy densities to which the theorem applies:

f = −(a n^(4/3) + b g²/n^(4/3) + c τ²/n²).

The real constants a, b and c set the strengths of the local exchange term, the gradient correction and the kinetic term; they are free parameters, not those of a particular functional. The family only shows that the hypotheses can be met. It is not a functional for atoms or molecules: where the density decays exponentially, τ/n tends to a nonzero constant, so for c ≠ 0 the integral of the last term over all space diverges. Under scaling the three terms gain L⁴, L⁸/L⁴ and L¹⁰/L⁶, each equal to L⁴. Differentiability holds wherever n > 0, because neither denominator vanishes there.
